# Diagonal acoustic-sum-rule errors bound the lowest squared frequency of atoms moving along one direction

Let $N\ge 1$ atoms with masses $M_I>0$ move along one Cartesian direction. Let their force constants be $\Phi+\mathrm{diag}(\delta)$, where $\Phi$ is real, symmetric and positive semidefinite with zero row sums. The lowest squared frequency $w$ then exists and satisfies

$$\min_I \frac{\delta_I}{M_I}\;\le\; w\;\le\;\frac{\sum_I\delta_I}{\sum_I M_I}.$$

The upper bound is attained exactly when every $\delta_I/M_I$ equals $w$. Equal masses $m$ and equal errors $d$ give $w=d/m$. For silicon with $d=10^{-5}$ atomic units, the lowest frequency lies between 3.0 and 3.1 cm$^{-1}$.

In density functional perturbation theory, numerical approximations can break translational invariance and give the acoustic modes at zero wavevector a nonzero frequency. In a harmonic model with one direction of motion, the bounds relate the lowest squared frequency to the sum-rule errors.

## Force constants with an error in each row

The total force on atom $I$ under a rigid shift should vanish. Here row $I$ of the force constants sums to $\delta_I$ instead. Any symmetric matrix with row sums $\delta_I$ has the form $\Phi+\mathrm{diag}(\delta)$ with zero row sums in $\Phi$; what is assumed in addition is that this $\Phi$ is positive semidefinite. The errors may have either sign.

```lean
import Mathlib

open Matrix

namespace AcousticSumRule

noncomputable section

variable {n : Type*} [Fintype n] [DecidableEq n]
```

The atoms are labelled by a finite type `n`, and `M` and `δ` are real functions on it. The dynamical matrix is $D=M^{-1/2}(\Phi+\mathrm{diag}\,\delta)M^{-1/2}$.

```lean
/-- The dynamical matrix `M^(-1/2) (Φ + diag δ) M^(-1/2)` for motion along one direction,
with force constants `Φ`, sum-rule errors `δ` and positive masses `M`. -/
def dynamicalMatrix (Φ : Matrix n n ℝ) (M δ : n → ℝ) : Matrix n n ℝ :=
  diagonal (fun I => 1 / √(M I)) * (Φ + diagonal δ) * diagonal (fun I => 1 / √(M I))
```

A squared frequency is a real number $w$ for which $Dv=wv$ has a nonzero real solution $v$. It may be negative, which corresponds to an unstable mode.

```lean
/-- The squared frequencies of a dynamical matrix: its real eigenvalues. -/
def squaredFrequencies (D : Matrix n n ℝ) : Set ℝ :=
  {w | ∃ v : n → ℝ, v ≠ 0 ∧ D *ᵥ v = w • v}
```

The model has no coupling between Cartesian directions and no wavevector dependence.

## Symmetric force constants and at least one atom

Symmetry expresses that the force constants are second derivatives of an energy. By hand, it provides an orthonormal basis of eigenvectors $e_k$ of $D$ with real eigenvalues $\lambda_k$. There are finitely many, so one of them is the lowest.

In Lean, "lowest" is `IsLeast`: the number belongs to the set and lies below all its members. The proof identifies `squaredFrequencies D` with the range of Mathlib's `hD.eigenvalues`, since $w-D$ is singular exactly when it annihilates a nonzero vector. It then picks the minimum of a finite family.

```lean
/-- A symmetric dynamical matrix of at least one atom has a lowest squared frequency. -/
theorem exists_lowest [Nonempty n] {D : Matrix n n ℝ} (hD : D.IsHermitian) :
    ∃ w, IsLeast (squaredFrequencies D) w := by
  have hr : squaredFrequencies D = Set.range hD.eigenvalues := by
    rw [← hD.spectrum_real_eq_range_eigenvalues]
    ext w
    change (∃ v : n → ℝ, v ≠ 0 ∧ D *ᵥ v = w • v) ↔ _
    rw [spectrum.mem_iff, Matrix.isUnit_iff_isUnit_det, isUnit_iff_ne_zero, not_not,
      ← Matrix.exists_mulVec_eq_zero_iff]
    refine exists_congr fun v => and_congr_right fun _ => ?_
    rw [Algebra.algebraMap_eq_smul_one, sub_mulVec, smul_mulVec, one_mulVec, sub_eq_zero]
    exact eq_comm
  obtain ⟨j, hj⟩ := Finite.exists_min hD.eigenvalues
  rw [hr]
  exact ⟨hD.eigenvalues j, ⟨j, rfl⟩, by rintro _ ⟨i, rfl⟩; exact hj i⟩
```

Without symmetry there may be no real eigenvalue at all: $\begin{pmatrix}0&-1\\1&0\end{pmatrix}$ has none. Without atoms there is no nonzero vector, and the set is empty.

Symmetry also gives the variational principle. For $v=\sum_k a_k e_k$ and $w$ the lowest eigenvalue,

$$v\cdot(D-w)v=\sum_k(\lambda_k-w)\,a_k^2\ge 0 .$$

The proof reaches this through the eigenvalues of $D-w$. An eigenvector of $D-w$ with eigenvalue $\mu$ is an eigenvector of $D$ with eigenvalue $\mu+w$, so $\mu\ge0$ because $w$ is least.

```lean
/-- Variational principle: a symmetric matrix minus its lowest eigenvalue is positive
semidefinite. -/
theorem shifted_posSemidef {D : Matrix n n ℝ} (hD : D.IsHermitian) {w : ℝ}
    (hw : IsLeast (squaredFrequencies D) w) : (D - w • (1 : Matrix n n ℝ)).PosSemidef := by
  have hA : (D - w • (1 : Matrix n n ℝ)).IsHermitian := by
    unfold Matrix.IsHermitian
    rw [conjTranspose_sub, hD.eq, conjTranspose_smul, conjTranspose_one, star_trivial]
  refine hA.posSemidef_iff_eigenvalues_nonneg.2 fun i => ?_
  change (0 : ℝ) ≤ hA.eigenvalues i
  -- an eigenvector of the shifted matrix is one of `D`, with the eigenvalue moved by `w`
  have h := hA.mulVec_eigenvectorBasis i
  rw [sub_mulVec, smul_mulVec, one_mulVec, sub_eq_iff_eq_add, ← add_smul] at h
  have hne : (hA.eigenvectorBasis i).ofLp ≠ 0 := by
    intro h0
    apply hA.eigenvectorBasis.orthonormal.ne_zero i
    ext k
    exact congrFun h0 k
  have := hw.2 ⟨_, hne, h⟩
  linarith
```

The dynamical matrix inherits symmetry from $\Phi$, as the diagonal factors on its two sides are equal.

```lean
/-- The dynamical matrix is symmetric when the force constants are. -/
theorem dynamicalMatrix_isHermitian {Φ : Matrix n n ℝ} (hΦ : Φ.IsHermitian) (M δ : n → ℝ) :
    (dynamicalMatrix Φ M δ).IsHermitian := by
  unfold Matrix.IsHermitian dynamicalMatrix
  rw [conjTranspose_mul, conjTranspose_mul, conjTranspose_add, hΦ.eq]
  simp [Matrix.mul_assoc]
```

## Positive masses

Positive masses allow the change from mass-weighted coordinates $v_I$ to displacements $u_I=v_I/\sqrt{M_I}$. Multiplying out the three factors of $D$ gives

$$(Dv)_I=\frac{1}{\sqrt{M_I}}\Big(\sum_J\Phi_{IJ}u_J+\delta_I u_I\Big).$$

```lean
/-- The dynamical matrix acts on `v` through the displacements `v_J / √M_J`. -/
theorem dynamicalMatrix_mulVec (Φ : Matrix n n ℝ) (M δ v : n → ℝ) (I : n) :
    (dynamicalMatrix Φ M δ *ᵥ v) I =
      1 / √(M I) * ((Φ *ᵥ fun J => v J / √(M J)) I + δ I * (v I / √(M I))) := by
  have h : diagonal (fun J => 1 / √(M J)) *ᵥ v = fun J => v J / √(M J) := by
    ext J
    rw [mulVec_diagonal]
    ring
  unfold dynamicalMatrix
  rw [← mulVec_mulVec, ← mulVec_mulVec, h, mulVec_diagonal, add_mulVec, Pi.add_apply,
    mulVec_diagonal]
```

This identity is pure matrix algebra. The hypothesis `hM` enters afterwards, wherever $\sqrt{M_I}\sqrt{M_I}=M_I$ or $\sqrt{M_I}/\sqrt{M_I}=1$ is used, and to make the total mass positive.

A zero mass has no physical dynamical matrix. Under Lean's convention $1/0=0$ the upper bound would fail: $\Phi=0$, $M=(0,1)$ and $\delta=(-1,0)$ give $D=0$ and $w=0$, but $\sum\delta/\sum M=-1$.

## Non-negative elastic energy

Positive semidefiniteness says that, apart from the sum-rule error, no displacement lowers the harmonic energy. Multiplying $(Dv)_I$ by $v_I$ and summing gives

$$v\cdot Dv=u\cdot\Phi u+\sum_I\frac{\delta_I}{M_I}v_I^2 .$$

Suppose $Dv=wv$ with $v\ne0$, and let $c\le\delta_I/M_I$ for all $I$. The left side is $w\,v\cdot v$, the elastic term is non-negative, and the last sum is at least $c\,v\cdot v$. Division by $v\cdot v>0$ gives $w\ge c$. This holds for every squared frequency and needs no condition on the row sums.

In the proof, `e` is the splitting of the quadratic form, `p` the sign of the elastic energy, `q` the estimate of the error term, and `pos` permits the division.

```lean
/-- For positive semidefinite `Φ` and positive masses, a common lower bound of the ratios
`δ_I / M_I` is a lower bound of every squared frequency. -/
theorem lower_bound {Φ : Matrix n n ℝ} (hΦ : Φ.PosSemidef) {M δ : n → ℝ}
    (hM : ∀ I, 0 < M I) {c : ℝ} (hc : ∀ I, c ≤ δ I / M I) {w : ℝ}
    (hw : w ∈ squaredFrequencies (dynamicalMatrix Φ M δ)) : c ≤ w := by
  obtain ⟨v, hv, h⟩ := hw
  -- the quadratic form splits into the elastic energy and the sum-rule error
  have e : v ⬝ᵥ (dynamicalMatrix Φ M δ *ᵥ v) =
      (fun J => v J / √(M J)) ⬝ᵥ (Φ *ᵥ fun J => v J / √(M J)) +
        ∑ I, δ I / M I * v I ^ 2 := by
    simp only [dotProduct, dynamicalMatrix_mulVec]
    rw [← Finset.sum_add_distrib]
    refine Finset.sum_congr rfl fun I _ => ?_
    have hs : δ I / M I = δ I / (√(M I) * √(M I)) := by
      rw [Real.mul_self_sqrt (hM I).le]
    rw [hs]
    ring
  rw [h, dotProduct_smul, smul_eq_mul] at e
  have p := hΦ.dotProduct_mulVec_nonneg (fun J => v J / √(M J))
  simp only [star_trivial] at p
  have q : c * (v ⬝ᵥ v) ≤ ∑ I, δ I / M I * v I ^ 2 := by
    simp only [dotProduct, Finset.mul_sum]
    refine Finset.sum_le_sum fun I _ => ?_
    nlinarith [mul_le_mul_of_nonneg_right (hc I) (sq_nonneg (v I))]
  have pos : 0 < v ⬝ᵥ v :=
    lt_of_le_of_ne (Finset.sum_nonneg fun I _ => mul_self_nonneg (v I))
      (Ne.symm (mt dotProduct_self_eq_zero.1 hv))
  exact le_of_mul_le_mul_right (by linarith) pos
```

For an unstable spring, $\Phi=\begin{pmatrix}-1&1\\1&-1\end{pmatrix}$, with unit masses and $\delta=0$, the squared frequencies are $0$ and $-2$. The lowest falls below $\min_I\delta_I/M_I=0$, although the row sums vanish.

## Zero row sums

Zero row sums mean that $\Phi$ itself exerts no force under a rigid translation. In mass-weighted coordinates the translation is $t_I=\sqrt{M_I}$, with all displacements $u_I=1$. The $\Phi$ term in $(Dt)_I$ vanishes, leaving

$$(Dt)_I=\frac{\delta_I}{\sqrt{M_I}} .$$

```lean
/-- With zero row sums of `Φ` and positive masses, the mass-weighted rigid translation `√M_I`
is mapped to `δ_I / √M_I`. -/
theorem translation_mulVec {Φ : Matrix n n ℝ} (hrow : ∀ I, ∑ J, Φ I J = 0) {M : n → ℝ}
    (hM : ∀ I, 0 < M I) (δ : n → ℝ) (I : n) :
    (dynamicalMatrix Φ M δ *ᵥ fun J => √(M J)) I = δ I / √(M I) := by
  have hs : ∀ J, √(M J) / √(M J) = 1 := fun J => div_self (Real.sqrt_pos.2 (hM J)).ne'
  have h1 : (Φ *ᵥ fun _ => (1 : ℝ)) I = 0 := by
    simpa [mulVec, dotProduct] using hrow I
  rw [dynamicalMatrix_mulVec]
  simp only [hs, h1]
  ring
```

Hence $t\cdot Dt=\sum_I\delta_I$ and $t\cdot t=\sum_I M_I$. The variational principle gives

$$0\le t\cdot(D-w)t=\sum_I\delta_I-w\sum_I M_I ,$$

which is the upper bound. For the normalised vector $t/\sqrt{\sum_I M_I}$, the expectation value of $D$ is $\sum\delta/\sum M$ itself.

If equality holds, $\sum_k(\lambda_k-w)a_k^2=0$ for the expansion of $t$. Every term is non-negative, so $t$ contains only eigenvectors with $\lambda_k=w$, and $(D-w)t=0$. Component $I$ reads $\delta_I/\sqrt{M_I}=w\sqrt{M_I}$, or $\delta_I/M_I=w$. Conversely, summing $\delta_I=wM_I$ over the atoms gives $w=\sum\delta/\sum M$.

In the proof, `hv` computes the components of $(D-w)t$ and `hE` its quadratic form with the unnormalised $t$. For the equality case, `dotProduct_mulVec_zero_iff` turns a vanishing form into a vanishing vector.

```lean
/-- For positive semidefinite `Φ` with zero row sums and positive masses, the lowest squared
frequency is at most `∑ δ / ∑ M`, with equality exactly when every `δ_I / M_I` equals it. -/
theorem upper_bound [Nonempty n] {Φ : Matrix n n ℝ} (hΦ : Φ.PosSemidef)
    (hrow : ∀ I, ∑ J, Φ I J = 0) {M δ : n → ℝ} (hM : ∀ I, 0 < M I) {w : ℝ}
    (hw : IsLeast (squaredFrequencies (dynamicalMatrix Φ M δ)) w) :
    w ≤ (∑ I, δ I) / ∑ I, M I ∧
      (w = (∑ I, δ I) / ∑ I, M I ↔ ∀ I, δ I / M I = w) := by
  have hP := shifted_posSemidef (dynamicalMatrix_isHermitian hΦ.isHermitian M δ) hw
  have hS : 0 < ∑ I, M I := Finset.sum_pos (fun I _ => hM I) Finset.univ_nonempty
  have hv : ∀ I, ((dynamicalMatrix Φ M δ - w • (1 : Matrix n n ℝ)) *ᵥ fun J => √(M J)) I =
      δ I / √(M I) - w * √(M I) := by
    intro I
    rw [sub_mulVec, smul_mulVec, one_mulVec, Pi.sub_apply, translation_mulVec hrow hM,
      Pi.smul_apply, smul_eq_mul]
  -- the rigid translation as trial vector
  have hE : star (fun J => √(M J)) ⬝ᵥ
      ((dynamicalMatrix Φ M δ - w • (1 : Matrix n n ℝ)) *ᵥ fun J => √(M J)) =
      ∑ I, δ I - w * ∑ I, M I := by
    rw [star_trivial, Finset.mul_sum, ← Finset.sum_sub_distrib]
    refine Finset.sum_congr rfl fun I _ => ?_
    rw [hv I]
    have h0 : √(M I) ≠ 0 := (Real.sqrt_pos.2 (hM I)).ne'
    have h2 := Real.mul_self_sqrt (hM I).le
    have h3 : √(M I) * (δ I / √(M I)) = δ I := mul_div_cancel₀ _ h0
    linear_combination h3 - w * h2
  have hN := hP.dotProduct_mulVec_nonneg (fun J => √(M J))
  rw [hE] at hN
  refine ⟨(le_div_iff₀ hS).2 (by linarith), fun h I => ?_, fun h => ?_⟩
  · -- a vanishing form makes the translation an eigenvector
    rw [eq_div_iff hS.ne'] at h
    have hz := (hP.dotProduct_mulVec_zero_iff (fun J => √(M J))).1 (by rw [hE]; linarith)
    have hI := hv I
    rw [hz, Pi.zero_apply] at hI
    have h0 : √(M I) ≠ 0 := (Real.sqrt_pos.2 (hM I)).ne'
    have h2 := Real.mul_self_sqrt (hM I).le
    have h3 : δ I / √(M I) = w * √(M I) := by linarith
    rw [div_eq_iff h0] at h3
    rw [div_eq_iff (hM I).ne']
    linear_combination h3 + w * h2
  · rw [eq_div_iff hS.ne', Finset.mul_sum]
    exact Finset.sum_congr rfl fun I _ => ((div_eq_iff (hM I).ne').1 (h I)).symm
```

The assumption `hΦ` serves here only through the symmetry it contains. Zero row sums are essential: one atom with $\Phi=1$, $M=1$ and $\delta=0$ is tied to a fixed point and has $w=1$, above the claimed bound $0$. The hypothesis that $w$ is the lowest squared frequency matters as well. Two unit masses joined by a spring $k>0$, with $\delta=0$, also have the squared frequency $2k>0$.

## Both bounds for the same lowest mode

With all the hypotheses in place, the next theorem states that a lowest squared frequency exists and lies between the two bounds. The expression with `Finset.univ.inf'` is the minimum of $\delta_I/M_I$ over the atoms. The proof takes $w$ from `exists_lowest` and applies the two estimates to it.

```lean
/-- For positive semidefinite `Φ` with zero row sums and positive masses, the lowest squared
frequency exists and lies between `min (δ_I / M_I)` and `∑ δ / ∑ M`. -/
theorem lowest_squaredFrequency_bounds [Nonempty n] {Φ : Matrix n n ℝ} (hΦ : Φ.PosSemidef)
    (hrow : ∀ I, ∑ J, Φ I J = 0) {M : n → ℝ} (hM : ∀ I, 0 < M I) (δ : n → ℝ) :
    ∃ w, IsLeast (squaredFrequencies (dynamicalMatrix Φ M δ)) w ∧
      Finset.univ.inf' Finset.univ_nonempty (fun I => δ I / M I) ≤ w ∧
      w ≤ (∑ I, δ I) / ∑ I, M I := by
  obtain ⟨w, hw⟩ := exists_lowest (dynamicalMatrix_isHermitian hΦ.isHermitian M δ)
  exact ⟨w, hw, lower_bound hΦ hM (fun I => Finset.inf'_le _ (Finset.mem_univ I)) hw.1,
    (upper_bound hΦ hrow hM hw).1⟩
```

## Equal masses and errors, and silicon

If $M_I=m$ and $\delta_I=d$ for all $I$, the lower bound is $d/m$ and the upper bound is $Nd/(Nm)=d/m$. The two meet for every positive semidefinite $\Phi$ with zero row sums. In Lean, `h1` and `h2` are these two inequalities, joined by `le_antisymm`.

```lean
/-- For positive semidefinite `Φ` with zero row sums, equal masses `m > 0` and equal errors `d`,
the lowest squared frequency is `d / m`. -/
theorem lowest_uniform [Nonempty n] {Φ : Matrix n n ℝ} (hΦ : Φ.PosSemidef)
    (hrow : ∀ I, ∑ J, Φ I J = 0) {m : ℝ} (hm : 0 < m) (d : ℝ) :
    IsLeast (squaredFrequencies (dynamicalMatrix Φ (fun _ => m) (fun _ => d))) (d / m) := by
  obtain ⟨w, hw⟩ := exists_lowest
    (dynamicalMatrix_isHermitian hΦ.isHermitian (fun _ => m) (fun _ => d))
  have h1 : d / m ≤ w := lower_bound hΦ (fun _ => hm) (fun _ => le_rfl) hw.1
  have h2 := (upper_bound hΦ hrow (fun _ => hm) hw).1
  have hc : (Fintype.card n : ℝ) ≠ 0 := Nat.cast_ne_zero.2 Fintype.card_ne_zero
  rw [Finset.sum_const, Finset.sum_const, Finset.card_univ, nsmul_eq_mul, nsmul_eq_mul,
    mul_div_mul_left _ _ hc] at h2
  rwa [le_antisymm h1 h2]
```

For silicon, $28.0855$ is the atomic mass in unified mass units, $1822.888$ converts it to electron masses, and $219474.6$ converts hartree to cm$^{-1}$. In atomic units $\hbar=1$, so $\sqrt w$ is an energy in hartree. The error $10^{-5}$ hartree/bohr$^2$ is a chosen example. By hand,

$$219474.6\,\sqrt{\frac{10^{-5}}{28.0855\times1822.888}}\approx 3.07 .$$

The theorem takes any lowest squared frequency `w` of such a system. Uniqueness of the least element identifies it with $d/m$. The proof then encloses $\sqrt w$ between $1.39\times10^{-5}$ and $1.41\times10^{-5}$ by comparing squares, and multiplies by the conversion factor.

```lean
/-- Silicon: for positive semidefinite `Φ` with zero row sums, an error of `10⁻⁵` atomic units
on every atom puts the lowest frequency between 3.0 and 3.1 inverse centimetres. -/
theorem silicon_frequency [Nonempty n] {Φ : Matrix n n ℝ} (hΦ : Φ.PosSemidef)
    (hrow : ∀ I, ∑ J, Φ I J = 0) {w : ℝ}
    (hw : IsLeast (squaredFrequencies
      (dynamicalMatrix Φ (fun _ => 28.0855 * 1822.888) (fun _ => 1 / 10 ^ 5))) w) :
    3.0 < 219474.6 * √w ∧ 219474.6 * √w < 3.1 := by
  have h := hw.unique (lowest_uniform hΦ hrow (by norm_num) _)
  have h1 : (1.39 / 10 ^ 5 : ℝ) < √w := by
    rw [Real.lt_sqrt (by norm_num), h]
    norm_num
  have h2 : √w < (1.41 / 10 ^ 5 : ℝ) := by
    rw [Real.sqrt_lt' (by norm_num), h]
    norm_num
  constructor <;> norm_num at h1 h2 ⊢ <;> linarith
```

## Two atoms joined by a spring

The conditions on $\Phi$ are met by a spring of constant $k\ge0$ between two atoms. Its rows sum to $k-k=0$, and its quadratic form is

$$x\cdot\Phi x=k(x_0-x_1)^2\ge0 .$$

The proof checks symmetry entry by entry, expands the quadratic form into this square, and evaluates both row sums.

```lean
/-- Two atoms joined by a spring of constant `k ≥ 0` have positive semidefinite force constants
with zero row sums. -/
theorem spring_witness {k : ℝ} (hk : 0 ≤ k) :
    (!![k, -k; -k, k] : Matrix (Fin 2) (Fin 2) ℝ).PosSemidef ∧
      ∀ I, ∑ J, (!![k, -k; -k, k] : Matrix (Fin 2) (Fin 2) ℝ) I J = 0 := by
  constructor
  · refine PosSemidef.of_dotProduct_mulVec_nonneg
      (Matrix.IsHermitian.ext fun i j => by fin_cases i <;> fin_cases j <;> simp) fun x => ?_
    have h : star x ⬝ᵥ (!![k, -k; -k, k] *ᵥ x) = k * (x 0 - x 1) ^ 2 := by
      simp [dotProduct, mulVec, Fin.sum_univ_two]
      ring
    rw [h]
    positivity
  · intro I
    fin_cases I <;> simp [Fin.sum_univ_two]

end

end AcousticSumRule
```

```lean
#print axioms AcousticSumRule.lowest_squaredFrequency_bounds
#print axioms AcousticSumRule.silicon_frequency
```

```
'AcousticSumRule.lowest_squaredFrequency_bounds' depends on axioms: [propext, Classical.choice, Quot.sound]
'AcousticSumRule.silicon_frequency' depends on axioms: [propext, Classical.choice, Quot.sound]
```
